# Selection rule for a polynomial two-band coupling on an n-fold rotation axis

The coupling between two bands is modelled here as a complex polynomial in the in-plane momentum $k=k_x+ik_y$ and its conjugate $\bar k$, with $k$ measured from the rotation axis. Rotation symmetry is imposed only at physical momenta, where the second variable really is the conjugate of the first. This asks less than an identity in two independent variables $u$ and $v$, and the stronger identity is derived below.

Let $w$ be a primitive $n$-th root of unity with $n\ge 1$, for instance $w=e^{2\pi i/n}$, so that the rotation sends $k$ to $wk$. Take the coupling to be the upper right entry of the two-band Hamiltonian. If the phase of the first band under the rotation is $w^j$ times that of the second, with $j$ an integer, only monomials $k^a\bar k^b$ with $a-b\equiv j \pmod n$ can occur in the coupling. This restricts the leading in-plane term of a two-band $k\cdot p$ model near a symmetry axis, as long as the coupling is polynomial.

```lean
import Mathlib

open MvPolynomial ComplexConjugate

namespace BandCrossing

noncomputable section
```

## The Hamiltonian and its symmetry

A polynomial $f(u,v)$ is an element of `MvPolynomial (Fin 2) ℂ`, with `X 0` for $u$ and `X 1` for $v$. The physical coupling is its value $f(k,\bar k)$.

```lean
/-- The coupling of two bands at in-plane momentum `k = kx + i ky`: a polynomial in `k` and
its complex conjugate. -/
def coupling (f : MvPolynomial (Fin 2) ℂ) (k : ℂ) : ℂ := eval ![k, conj k] f
```

With a real function $g(k)$ on the diagonal, so that the uncoupled bands differ in energy by $2g(k)$, the Hamiltonian is
$$H(k)=\begin{pmatrix} g(k) & f(k,\bar k)\\ \overline{f(k,\bar k)} & -g(k)\end{pmatrix}.$$
A common energy shift of both bands is left out, and $k_z$ is held fixed. The function $g$ need not be polynomial.

```lean
/-- The two-band Hamiltonian with diagonal splitting `g` and off-diagonal coupling `f`. -/
def twoBand (g : ℂ → ℝ) (f : MvPolynomial (Fin 2) ℂ) (k : ℂ) : Matrix (Fin 2) (Fin 2) ℂ :=
  !![(g k : ℂ), coupling f k; conj (coupling f k), -(g k : ℂ)]
```

The rotation acts on the bands as $R=\mathrm{diag}(w^j\beta,\beta)$. The factor $\beta$ accommodates spin: for spinful electrons each phase can be an $n$-th root of $-1$, while the ratio of the two is still an $n$-th root of unity.

```lean
/-- The rotation acting on the two bands, whose phases are `w ^ j * β` and `β`. -/
def bandRotation (w : ℂ) (j : ℤ) (β : ℂ) : Matrix (Fin 2) (Fin 2) ℂ :=
  !![w ^ j * β, 0; 0, β]
```

The condition on the coupling is $f(wk,\overline{wk})=w^j f(k,\bar k)$ for every complex $k$.

```lean
/-- The coupling acquires the phase `w ^ j` when the momentum is multiplied by `w`. -/
def IsCovariant (w : ℂ) (j : ℤ) (f : MvPolynomial (Fin 2) ℂ) : Prop :=
  ∀ k : ℂ, coupling f (w * k) = w ^ j * coupling f k
```

On polynomials, the same rotation is the substitution $u\mapsto wu$, $v\mapsto w^{-1}v$, with $u$ and $v$ independent.

```lean
/-- The substitution `u ↦ w u`, `v ↦ w⁻¹ v` in a polynomial, for nonzero `w`. -/
def rotate (w : ℂ) : MvPolynomial (Fin 2) ℂ →ₐ[ℂ] MvPolynomial (Fin 2) ℂ :=
  aeval ![C w * X 0, C w⁻¹ * X 1]
```

The last definition collects the values $|q|$ for integers $q\equiv j\pmod n$. The name `windings` refers to the phase of $k^q$, which winds $q$ times around the axis. In the theorems below, `IsLeast (windings n j) d` says that $d$ is the smallest of these values.

```lean
/-- The absolute values of the integers congruent to `j` modulo `n`. -/
def windings (n : ℕ) (j : ℤ) : Set ℕ := {d | ∃ q : ℤ, q ≡ j [ZMOD n] ∧ q.natAbs = d}
```

Symmetry of the Hamiltonian means $R\,H(k)=H(wk)\,R$. The upper right entry of this relation reads
$$w^j\beta\, f(k,\bar k)=f(wk,\overline{wk})\,\beta .$$
A unitary rotation has $|\beta|=1$; the proof uses only $\beta\neq0$, to cancel $\beta$. The entry is extracted by `congrFun`, and `mul_right_cancel₀` does the cancellation.

```lean
/-- If the Hamiltonian commutes with the rotation, taking `k` to `w k`, and the band phase `β`
is nonzero, then the coupling is covariant with the ratio `w ^ j` of the band phases. -/
theorem covariant_of_symmetry {w β : ℂ} {j : ℤ} {g : ℂ → ℝ} {f : MvPolynomial (Fin 2) ℂ}
    (hβ : β ≠ 0)
    (h : ∀ k, bandRotation w j β * twoBand g f k = twoBand g f (w * k) * bandRotation w j β) :
    IsCovariant w j f := by
  intro k
  -- the upper right entry of the symmetry relation
  have e : w ^ j * β * coupling f k = coupling f (w * k) * β := by
    simpa [bandRotation, twoBand, Matrix.mul_apply, Fin.sum_univ_two] using
      congrFun (congrFun (h k) 0) 1
  exact mul_right_cancel₀ hβ (by linear_combination -e)
```

A fourfold example satisfies the symmetry relation: $w=i$, $j=2$, $\beta=1$, $f=k^2$ and $g=|k|^2$. Here $(ik)^2=-k^2=i^2k^2$, and $|k|^2$ is invariant. The proof compares the four matrix entries.

```lean
/-- The Hamiltonian with coupling `k ^ 2` and splitting `|k| ^ 2` has fourfold symmetry, with
band phases `i ^ 2` and `1`. -/
theorem covariant_of_symmetry_witness (k : ℂ) :
    bandRotation Complex.I 2 1 * twoBand (fun k => ‖k‖ ^ 2) (X 0 ^ 2) k =
      twoBand (fun k => ‖k‖ ^ 2) (X 0 ^ 2) (Complex.I * k) * bandRotation Complex.I 2 1 := by
  ext a b
  fin_cases a <;> fin_cases b <;>
    simp [bandRotation, twoBand, coupling, Matrix.mul_apply, Fin.sum_univ_two, mul_pow,
      zpow_ofNat, Complex.I_sq]
```

## From physical momenta to independent variables

Suppose $F(k,\bar k)=0$ for all $k$. Write $k=t+is$ with $t,s$ real, so that $F(t+is,t-is)=0$. For fixed real $s$ this is a polynomial in $t$ with infinitely many roots, hence it vanishes for all complex $t$. For fixed complex $t$ it is a polynomial in $s$ that vanishes at every real $s$, hence at every complex $s$. Given any $u,v$, choose
$$t=\frac{u+v}{2},\qquad s=\frac{-i(u-v)}{2}.$$
Then $t+is=u$ and $t-is=v$, so $F(u,v)=0$ everywhere and $F$ is the zero polynomial.

The auxiliary statement `line` carries out one continuation: it restricts $F$ to a complex line, obtains a polynomial in one variable, and applies `Polynomial.eq_zero_of_infinite_isRoot`. The steps `s1` and `s2` use it for $t$ and then for $s$, and `MvPolynomial.funext` passes from vanishing values to the zero polynomial.

```lean
/-- A polynomial in `u` and `v` that vanishes whenever `v` is the conjugate of `u` is zero. -/
theorem eq_zero_of_plane (F : MvPolynomial (Fin 2) ℂ)
    (h : ∀ k : ℂ, eval ![k, conj k] F = 0) : F = 0 := by
  -- vanishing at real points of a complex line extends to the whole line
  have line : ∀ a b c d : ℂ, (∀ t : ℝ, eval ![a + b * t, c + d * t] F = 0) →
      ∀ t : ℂ, eval ![a + b * t, c + d * t] F = 0 := by
    intro a b c d h0 t
    let φ : MvPolynomial (Fin 2) ℂ →ₐ[ℂ] Polynomial ℂ :=
      aeval ![Polynomial.C a + Polynomial.C b * Polynomial.X,
        Polynomial.C c + Polynomial.C d * Polynomial.X]
    have hφ : ∀ (G : MvPolynomial (Fin 2) ℂ) (s : ℂ),
        Polynomial.eval s (φ G) = eval ![a + b * s, c + d * s] G := by
      intro G s
      induction G using MvPolynomial.induction_on with
      | C z => simp [φ, Polynomial.algebraMap_eq]
      | add p q hp hq => simp only [map_add, Polynomial.eval_add, hp, hq]
      | mul_X p i hp =>
        simp only [map_mul, Polynomial.eval_mul, hp]
        congr 1
        fin_cases i <;> simp [φ]
    have hz : φ F = 0 := by
      apply Polynomial.eq_zero_of_infinite_isRoot
      refine (Set.infinite_range_of_injective Complex.ofReal_injective).mono ?_
      rintro _ ⟨s, rfl⟩
      exact (hφ F s).trans (h0 s)
    rw [← hφ, hz, Polynomial.eval_zero]
  -- continue first the real part of the momentum, then the imaginary part
  have s1 : ∀ (s : ℝ) (t : ℂ),
      eval ![Complex.I * s + 1 * t, -Complex.I * s + 1 * t] F = 0 := by
    intro s
    refine line _ _ _ _ fun r => ?_
    have e : conj (Complex.I * s + 1 * r) = -Complex.I * s + 1 * r := by simp
    rw [← e]
    exact h _
  have s2 : ∀ t s : ℂ, eval ![t + Complex.I * s, t + -Complex.I * s] F = 0 := by
    intro t
    refine line _ _ _ _ fun r => ?_
    rw [add_comm t, add_comm t]
    simpa only [one_mul] using s1 r t
  apply MvPolynomial.funext
  intro x
  have hx := s2 ((x 0 + x 1) / 2) (-Complex.I * (x 0 - x 1) / 2)
  have e1 : (x 0 + x 1) / 2 + Complex.I * (-Complex.I * (x 0 - x 1) / 2) = x 0 := by
    linear_combination (-(x 0 - x 1) / 2) * Complex.I_mul_I
  have e2 : (x 0 + x 1) / 2 + -Complex.I * (-Complex.I * (x 0 - x 1) / 2) = x 1 := by
    linear_combination ((x 0 - x 1) / 2) * Complex.I_mul_I
  have e3 : ![x 0, x 1] = x := by
    ext i
    fin_cases i <;> rfl
  rw [e1, e2, e3] at hx
  rw [hx, map_zero]
```

## Comparing coefficients

Under the substitution a monomial acquires a phase:
$$(wu)^a(w^{-1}v)^b=w^{a-b}u^av^b .$$
In Lean the exponents $(a,b)$ are `(m 0, m 1)`. The proof checks the formula on single monomials and extends it to sums by induction.

```lean
/-- For nonzero `w`, rotation multiplies the coefficient of `u ^ a * v ^ b` by
`w ^ (a - b)`. -/
theorem coeff_rotate {w : ℂ} (hw : w ≠ 0) (f : MvPolynomial (Fin 2) ℂ) (m : Fin 2 →₀ ℕ) :
    coeff m (rotate w f) = w ^ ((m 0 : ℤ) - m 1) * coeff m f := by
  refine MvPolynomial.induction_on' f ?_ ?_
  · intro d a
    have hp : ∀ g : Fin 2 → MvPolynomial (Fin 2) ℂ,
        (d.prod fun i e => g i ^ e) = g 0 ^ d 0 * g 1 ^ d 1 := fun g =>
      (Finsupp.prod_fintype d (fun i e => g i ^ e) (fun i => pow_zero _)).trans
        (Fin.prod_univ_two _)
    have hz : w ^ ((d 0 : ℤ) - d 1) = w ^ d 0 * w⁻¹ ^ d 1 := by
      rw [zpow_sub₀ hw, zpow_natCast, zpow_natCast, inv_pow, div_eq_mul_inv]
    have e : rotate w (monomial d a) = monomial d (w ^ ((d 0 : ℤ) - d 1) * a) := by
      rw [rotate, aeval_monomial, hp, monomial_eq, hp, hz]
      change C a * ((C w * X 0) ^ d 0 * (C w⁻¹ * X 1) ^ d 1) = _
      simp only [C_mul, C_pow, mul_pow]
      ring
    rw [e, coeff_monomial, coeff_monomial]
    split_ifs with h
    · rw [h]
    · simp
  · intro p q hp hq
    rw [map_add, coeff_add, hp, hq, coeff_add]
    ring
```

Two facts about $w$ are needed. Since $w^n=1$, we have $|w|=1$, and therefore $\bar w=w^{-1}$. Since $w$ is primitive, $w^x=w^y$ holds exactly when $n$ divides $y-x$.

```lean
/-- For a primitive `n`-th root of unity with `n > 0`, conjugation is inversion, and two
integer powers agree exactly when the exponents agree modulo `n`. -/
theorem root_phase {n : ℕ} {w : ℂ} (hn : 0 < n) (hw : IsPrimitiveRoot w n) :
    conj w = w⁻¹ ∧ ∀ x y : ℤ, w ^ x = w ^ y ↔ x ≡ y [ZMOD n] := by
  have h0 : w ≠ 0 := hw.ne_zero hn.ne'
  constructor
  · have h1 : ‖w‖ = 1 := Complex.norm_eq_one_of_pow_eq_one hw.pow_eq_one hn.ne'
    apply eq_inv_of_mul_eq_one_left
    rw [mul_comm, Complex.mul_conj, Complex.normSq_eq_norm_sq, h1]
    simp
  · intro x y
    rw [Int.modEq_iff_dvd, ← hw.zpow_eq_one_iff_dvd, zpow_sub₀ h0,
      div_eq_one_iff_eq (zpow_ne_zero _ h0)]
    exact eq_comm
```

Write $f=\sum c_{ab}u^av^b$, and consider the polynomial
$$P(u,v)=f(wu,w^{-1}v)-w^jf(u,v)=\sum_{a,b}(w^{a-b}-w^j)\,c_{ab}\,u^av^b .$$
At $v=\bar u$ the first term is the coupling at the rotated momentum, because $w^{-1}\bar k=\overline{wk}$. Covariance thus says that $P$ vanishes at all physical momenta, which by the continuation argument is the same as $P=0$. This holds exactly when every nonzero $c_{ab}$ has $w^{a-b}=w^j$, that is, $a-b\equiv j\pmod n$.

The theorem is an equivalence, so every polynomial built from the permitted monomials is covariant. In the proof, `er` and `ev` evaluate the substituted polynomial, `key` is the equivalence with $P=0$, and the remaining lines compare coefficients.

```lean
/-- Selection rule on an `n`-fold axis, `n > 0`: for a primitive `n`-th root of unity `w`, the
coupling is covariant with phase `w ^ j` exactly when each monomial `u ^ a * v ^ b` present
in it has `a - b` congruent to `j` modulo `n`. -/
theorem selection_rule {n : ℕ} {w : ℂ} (hn : 0 < n) (hw : IsPrimitiveRoot w n) (j : ℤ)
    (f : MvPolynomial (Fin 2) ℂ) :
    IsCovariant w j f ↔ ∀ m, coeff m f ≠ 0 → (m 0 : ℤ) - m 1 ≡ j [ZMOD n] := by
  obtain ⟨hc, hz⟩ := root_phase hn hw
  have er : ∀ u v : ℂ, eval ![u, v] (rotate w f) = eval ![w * u, w⁻¹ * v] f := by
    intro u v
    induction f using MvPolynomial.induction_on with
    | C z => simp [rotate, MvPolynomial.algebraMap_eq]
    | add p q hp hq => simp only [map_add, hp, hq]
    | mul_X p i hp =>
      simp only [map_mul, hp]
      congr 1
      fin_cases i <;> simp [rotate]
  have ev : ∀ k, eval ![k, conj k] (rotate w f - C (w ^ j) * f) =
      coupling f (w * k) - w ^ j * coupling f k := by
    intro k
    simp only [coupling, map_sub, map_mul, eval_C, er, hc]
  -- covariance at physical momenta is an identity of polynomials
  have key : IsCovariant w j f ↔ rotate w f - C (w ^ j) * f = 0 := by
    constructor
    · intro h
      exact eq_zero_of_plane _ fun k => by rw [ev, h k, sub_self]
    · intro h k
      have hk := ev k
      rw [h, map_zero] at hk
      exact sub_eq_zero.mp hk.symm
  rw [key, MvPolynomial.ext_iff]
  refine forall_congr' fun m => ?_
  rw [coeff_sub, coeff_C_mul, coeff_rotate (hw.ne_zero hn.ne'), coeff_zero, ← sub_mul,
    mul_eq_zero, sub_eq_zero, hz]
  tauto
```

## The lowest permitted power of the momentum

Let $d$ be the least $|q|$ with $q\equiv j\pmod n$. Each monomial present satisfies $a+b\ge|a-b|\ge d$, so for $|k|\le1$
$$|f(k,\bar k)|\le\sum_{a,b}|c_{ab}|\,|k|^{a+b}\le\Big(\sum_{a,b}|c_{ab}|\Big)|k|^d .$$
The constant depends on $f$, and $|k|\le1$ refers to whichever unit of momentum has been chosen. In the proof, `h1` is the bound from the selection rule and `h2` the bound on the total degree.

```lean
/-- Let `w` be a primitive `n`-th root of unity, `n > 0`, and `d` the least `|q|` with `q`
congruent to `j` modulo `n`. A coupling covariant with phase `w ^ j` is at most a constant
times `|k| ^ d` for `|k| ≤ 1`. -/
theorem coupling_bound {n d : ℕ} {w : ℂ} {j : ℤ} {f : MvPolynomial (Fin 2) ℂ} (hn : 0 < n)
    (hw : IsPrimitiveRoot w n) (hf : IsCovariant w j f) (hd : IsLeast (windings n j) d) :
    ∃ K : ℝ, ∀ k : ℂ, ‖k‖ ≤ 1 → ‖coupling f k‖ ≤ K * ‖k‖ ^ d := by
  refine ⟨∑ m ∈ f.support, ‖coeff m f‖, fun k hk => ?_⟩
  rw [coupling, eval_eq', Finset.sum_mul]
  refine (norm_sum_le _ _).trans (Finset.sum_le_sum fun m hm => ?_)
  -- each monomial present has total degree at least d
  have h1 : d ≤ ((m 0 : ℤ) - m 1).natAbs :=
    hd.2 ⟨_, (selection_rule hn hw j f).1 hf m (mem_support_iff.1 hm), rfl⟩
  have h2 : d ≤ m 0 + m 1 := by omega
  have e : ‖coeff m f * ∏ i, ![k, conj k] i ^ m i‖ = ‖coeff m f‖ * ‖k‖ ^ (m 0 + m 1) := by
    simp [Fin.prod_univ_two, pow_add]
  rw [e]
  exact mul_le_mul_of_nonneg_left (pow_le_pow_of_le_one (norm_nonneg k) hk h2) (norm_nonneg _)
```

The power $d$ is reached. If $q\ge0$, take $f=u^q$; if $q<0$, take $f=v^{|q|}$, for which $\bar w^{|q|}=w^{q}=w^j$. Both couplings have modulus $|k|^{|q|}$. The theorem allows any $q$ in the residue class, so it applies in particular to the least $|q|$. It gives one coupling with this modulus; in a given material the coefficient of the leading term may still be zero.

```lean
/-- For a primitive `n`-th root of unity `w`, `n > 0`, and any `d = |q|` with `q` congruent to
`j` modulo `n`, some coupling covariant with phase `w ^ j` has modulus exactly `|k| ^ d`. -/
theorem coupling_attained {n d : ℕ} {w : ℂ} {j : ℤ} (hn : 0 < n)
    (hw : IsPrimitiveRoot w n) (hd : d ∈ windings n j) :
    ∃ f, IsCovariant w j f ∧ ∀ k : ℂ, ‖coupling f k‖ = ‖k‖ ^ d := by
  obtain ⟨hc, hz⟩ := root_phase hn hw
  obtain ⟨q, hq, hqd⟩ := hd
  have hj := (hz q j).2 hq
  -- take a power of k or of its conjugate, according to the sign of q
  rcases Int.natAbs_eq q with h | h
  · rw [hqd] at h
    refine ⟨X 0 ^ d, fun k => ?_, fun k => by simp [coupling]⟩
    rw [← hj, h, zpow_natCast]
    simp [coupling, mul_pow]
  · rw [hqd] at h
    refine ⟨X 1 ^ d, fun k => ?_, fun k => by simp [coupling]⟩
    rw [← hj, h, zpow_neg, zpow_natCast]
    simp [coupling, hc, mul_pow]
```

## Which powers occur on crystal axes

Suppose $|q|=d$ is least in its residue class. The integers $q-n$ and $q+n$ belong to the same class, so $d\le|q-n|$ and $d\le|q+n|$. For $q\ge0$ the first inequality gives $2d\le n$, and for $q<0$ the second does.

Conversely, let $2d\le n$ and take $j=d$. If some $q\equiv d\pmod n$ had $|q|<d$, then $0<d-q<2d\le n$, although $n$ divides $d-q$. This is impossible, so $d$ is least. The tactic `omega` settles the inequalities in both directions.

```lean
/-- For `n > 0`, the number `d` is the least `|q|` in some residue class modulo `n` exactly
when `2 d ≤ n`. -/
theorem least_winding_iff {n : ℕ} (hn : 0 < n) (d : ℕ) :
    (∃ j, IsLeast (windings n j) d) ↔ 2 * d ≤ n := by
  constructor
  · rintro ⟨j, ⟨q, hq, hqd⟩, hmin⟩
    obtain ⟨c, hc⟩ := Int.modEq_iff_dvd.1 hq
    -- compare q with its two neighbours in the residue class
    have h1 : d ≤ (q - n).natAbs :=
      hmin ⟨_, Int.modEq_iff_dvd.2 ⟨c + 1, by linear_combination hc⟩, rfl⟩
    have h2 : d ≤ (q + n).natAbs :=
      hmin ⟨_, Int.modEq_iff_dvd.2 ⟨c - 1, by linear_combination hc⟩, rfl⟩
    omega
  · intro h
    refine ⟨d, ⟨d, rfl, by simp⟩, ?_⟩
    rintro _ ⟨q, hq, rfl⟩
    by_contra hlt
    have h1 := Int.le_of_dvd (by omega) (Int.modEq_iff_dvd.1 hq)
    omega
```

For $n=2$ and $n=3$ the condition $2d\le n$ leaves $d\le1$; for $n=4$ it leaves $d\le2$, and for $n=6$ it leaves $d\le3$. Among these axes, rotation symmetry alone can therefore make the lowest permitted order quadratic only for a fourfold or sixfold axis, and cubic only for a sixfold axis. The list $2,3,4,6$ of nontrivial rotation orders compatible with a lattice enters as a hypothesis and is not derived. Mirror planes and time reversal are absent from the model. They may remove further terms and so raise the lowest order; with time reversal it can be quadratic on a threefold axis too.

```lean
/-- On a twofold, threefold, fourfold or sixfold axis, the least `|q|` in a residue class
modulo `n` can be 2 exactly for `n = 4, 6`, can be 3 exactly for `n = 6`, and never
exceeds 3. -/
theorem crystal_axes {n : ℕ} (hn : n = 2 ∨ n = 3 ∨ n = 4 ∨ n = 6) :
    ((∃ j, IsLeast (windings n j) 2) ↔ n = 4 ∨ n = 6) ∧
    ((∃ j, IsLeast (windings n j) 3) ↔ n = 6) ∧
    ∀ j d, IsLeast (windings n j) d → d ≤ 3 := by
  have h0 : 0 < n := by omega
  refine ⟨(least_winding_iff h0 2).trans (by omega),
    (least_winding_iff h0 3).trans (by omega), fun j d h => ?_⟩
  have h1 := (least_winding_iff h0 d).1 ⟨j, h⟩
  omega

end

end BandCrossing
```

```lean
#print axioms BandCrossing.selection_rule
#print axioms BandCrossing.coupling_bound
#print axioms BandCrossing.coupling_attained
#print axioms BandCrossing.crystal_axes
```

```
'BandCrossing.selection_rule' depends on axioms: [propext, Classical.choice, Quot.sound]
'BandCrossing.coupling_bound' depends on axioms: [propext, Classical.choice, Quot.sound]
'BandCrossing.coupling_attained' depends on axioms: [propext, Classical.choice, Quot.sound]
'BandCrossing.crystal_axes' depends on axioms: [propext, Classical.choice, Quot.sound]
```
